# The optical theorem for the T-matrix in a star-ring

## Question

Let V be a self-adjoint interaction, V† = V, let G0 be a free resolvent, and let T be any solution of the Lippmann–Schwinger equation T = V + V G0 T. The claim is

  T − T† = T†(G0 − G0†)T.

The usual route writes T = (1 − V G0)⁻¹V and manipulates inverses. I believe the identity is pure algebra, true for an arbitrary G0 with nothing assumed invertible. Can this be stated and proved in Lean 4 with Mathlib, together with what happens when V is not self-adjoint, and with the link to the S-matrix and to the forward amplitude?

## Answer

The identity holds in every ring with an adjoint. It is the special case V† = V of an identity that holds for any V and any solution T of T = V + V G0 T. With the wave operator Ω = 1 + G0 T,

  T − T† = T†(G0 − G0†)T + Ω†(V − V†)Ω.

### Modelling choices

The operators are elements of a type `R` with `[Ring R] [StarRing R]`: they can be added and multiplied, not necessarily commutatively, and `star` is an additive involution that reverses products, (ab)† = b†a†. I write † for `star`; the comments in the code write an asterisk. Complex numbers, complex square matrices and bounded operators on a Hilbert space are all of this kind. Unbounded operators are not, and the setting has no norm, limit or positivity.

`IsTMatrix V G0 T` is the proposition `T = V + V * G0 * T`. It is a hypothesis on a given T, so existence and uniqueness of T are not claimed. `waveOp G0 T` is Ω. The element G0 is unconstrained: no free Hamiltonian and no energy appear in the statements.

For the S-matrix the constant c is taken to be a complex scalar, so `A` is a ℂ-algebra with `StarModule ℂ A`, which says (c a)† = c̄ a† for a complex number c with conjugate c̄. `sMatrix c P T` is

  S = 1 − c P† T P,

where P is a coupling to the open channels. P lives in the same algebra as T, so for matrices it is square. Two hypotheses are assumed and not derived: `hc` says c̄ = −c, so c is purely imaginary, and `hG` says

  G0 − G0† = −c P P†.

In formal scattering theory with the retarded resolvent G0 = (E + i0 − H0)⁻¹, at energy E for a free Hamiltonian H0, one has G0 − G0† = −2πi δ(E − H0). The hypothesis `hG` stands in for this, with c = 2πi and P P† in place of the delta function. The limit that produces the delta function is not modelled.

For the forward amplitude the ring is `Matrix n n ℂ` over a finite index type `n`, the adjoint is the conjugate transpose `ᴴ`, and ⟨φ, χ⟩ = Σₖ φ̄ₖ χₖ is written `star φ ⬝ᵥ χ`, antilinear in the first slot.

In scattering theory the name "optical theorem" means the proportionality between the total cross-section and the imaginary part of the forward amplitude. What is proved here is the operator identity behind it and its diagonal matrix element in finite dimension; cross-sections, flux normalisation and the integral over final directions do not enter. The identity applies, for example, to a Hermitian impurity potential in a finite, non-interacting tight-binding model at a complex energy, where it expresses the anti-Hermitian part of T as that of G0 sandwiched between T† and T.

### Derivation by hand

Step 1, factorisation. The Lippmann–Schwinger equation has V as a left factor:

  T = V + V G0 T = V(1 + G0 T) = VΩ.

Taking the adjoint reverses the product:

  T† = Ω†V†,  Ω† = 1 + T†G0†.

Step 2, the general identity. Expand Ω†(V − V†)Ω and bracket each term so that one of the two factorisations appears:

  Ω†(V − V†)Ω = Ω†(VΩ) − (Ω†V†)Ω = Ω†T − T†Ω.

Now insert Ω and Ω†:

  Ω†T − T†Ω = (T + T†G0†T) − (T† + T†G0 T) = T − T† − T†(G0 − G0†)T.

Moving the last term across gives the identity stated at the top. Only distributivity, associativity and the rules for † were used.

Step 3, self-adjoint V. Then V − V† = 0, the term Ω†(V − V†)Ω vanishes, and T − T† = T†(G0 − G0†)T.

Step 4, the converse. Suppose the optical identity holds and ΩW = 1 for some W. Comparing with step 2 gives Ω†(V − V†)Ω = 0. The adjoint of ΩW = 1 is W†Ω† = 1, so

  V − V† = (W†Ω†)(V − V†)(ΩW) = W†[Ω†(V − V†)Ω]W = 0.

Step 5, the S-matrix. Put X = P†TP and Y = P†T†P = X†. Since c̄ = −c,

  S = 1 − cX,  S† = 1 − c̄Y = 1 + cY.

Sandwich the optical identity between P† and P and use `hG`:

  X − Y = P†(T − T†)P = P†T†(−c P P†)T P = −c YX.

Multiplying out,

  S†S = 1 − cX + cY − c²YX = 1 − c[(X − Y) + cYX] = 1.

Step 6, the forward amplitude. In scattering theory this is proportional to ⟨ψ, Tψ⟩ with ψ the incoming plane wave; the algebra works for any vector ψ. Let z = ⟨ψ, Tψ⟩. Then ⟨ψ, T†ψ⟩ = ⟨Tψ, ψ⟩ = z̄, so ⟨ψ, (T − T†)ψ⟩ = z − z̄ = 2i Im z. On the other side, T† moves across the inner product, which gives

  2i Im⟨ψ, Tψ⟩ = ⟨Tψ, (G0 − G0†)Tψ⟩.

### The file

```lean
import Mathlib

open Matrix

namespace OpticalTheorem

section StarRing

variable {R : Type*} [Ring R] [StarRing R]

/-- The Lippmann-Schwinger equation `T = V + V G0 T` for the T-matrix of the interaction `V`
with free resolvent `G0`. -/
def IsTMatrix (V G0 T : R) : Prop := T = V + V * G0 * T

/-- The wave operator `Ω = 1 + G0 T`. -/
def waveOp (G0 T : R) : R := 1 + G0 * T

omit [StarRing R] in
/-- A solution of the Lippmann-Schwinger equation factorises as `T = V Ω`. -/
theorem tmatrix_eq_mul_waveOp {V G0 T : R} (h : IsTMatrix V G0 T) :
    V * waveOp G0 T = T := by
  unfold IsTMatrix at h
  unfold waveOp
  rw [mul_add, mul_one, ← mul_assoc]
  exact h.symm

/-- For arbitrary `V` and `G0`, every solution `T` of the Lippmann-Schwinger equation
`T = V + V G0 T` obeys, with `Ω = 1 + G0 T`,
`T - T* = T* (G0 - G0*) T + Ω* (V - V*) Ω`. -/
theorem optical_theorem_general {V G0 T : R} (h : IsTMatrix V G0 T) :
    T - star T = star T * (G0 - star G0) * T
      + star (waveOp G0 T) * (V - star V) * waveOp G0 T := by
  have h1 : V * waveOp G0 T = T := tmatrix_eq_mul_waveOp h
  -- adjoint factorisation `Ω* V* = T*`
  have h2 : star (waveOp G0 T) * star V = star T := by
    rw [← star_mul, h1]
  have h3 : star (waveOp G0 T) * (V - star V) * waveOp G0 T
      = star (waveOp G0 T) * T - star T * waveOp G0 T := by
    calc star (waveOp G0 T) * (V - star V) * waveOp G0 T
        = star (waveOp G0 T) * (V * waveOp G0 T)
          - (star (waveOp G0 T) * star V) * waveOp G0 T := by noncomm_ring
      _ = star (waveOp G0 T) * T - star T * waveOp G0 T := by rw [h1, h2]
  have h4 : star (waveOp G0 T) = 1 + star T * star G0 := by
    unfold waveOp
    rw [star_add, star_one, star_mul]
  rw [h3, h4]
  unfold waveOp
  noncomm_ring

/-- Optical theorem: for a self-adjoint interaction `V` and any `G0`, every solution of the
Lippmann-Schwinger equation obeys `T - T* = T* (G0 - G0*) T`. -/
theorem optical_theorem {V G0 T : R} (hV : star V = V) (h : IsTMatrix V G0 T) :
    T - star T = star T * (G0 - star G0) * T := by
  have := optical_theorem_general h
  rw [hV, sub_self, mul_zero, zero_mul, add_zero] at this
  exact this

/-- Converse: if the wave operator has a right inverse `W` and the T-matrix obeys the optical
identity, then the interaction is self-adjoint. -/
theorem selfAdjoint_of_optical {V G0 T W : R} (h : IsTMatrix V G0 T)
    (hW : waveOp G0 T * W = 1)
    (hopt : T - star T = star T * (G0 - star G0) * T) : star V = V := by
  have h0 : star (waveOp G0 T) * (V - star V) * waveOp G0 T = 0 := by
    have h1 := optical_theorem_general h
    rw [hopt] at h1
    exact (add_left_cancel ((add_zero _).trans h1)).symm
  have hW' : star W * star (waveOp G0 T) = 1 := by
    rw [← star_mul, hW, star_one]
  -- strip off `Ω*` and `Ω` with the one-sided inverses
  have h2 : V - star V = 0 := by
    calc V - star V
        = (star W * star (waveOp G0 T)) * (V - star V) * (waveOp G0 T * W) := by
          rw [hW, hW', one_mul, mul_one]
      _ = star W * (star (waveOp G0 T) * (V - star V) * waveOp G0 T) * W := by
          simp only [mul_assoc]
      _ = 0 := by rw [h0, mul_zero, zero_mul]
  exact (sub_eq_zero.mp h2).symm

end StarRing

section SMatrix

variable {A : Type*} [Ring A] [StarRing A] [Algebra ℂ A] [StarModule ℂ A]

/-- The scattering operator `S = 1 - c P* T P` built from the T-matrix, a channel coupling `P`
and a complex constant `c`. -/
def sMatrix (c : ℂ) (P T : A) : A := 1 - c • (star P * T * P)

/-- If `V` is self-adjoint, `T` solves the Lippmann-Schwinger equation `T = V + V G0 T`, and
`G0 - G0* = -c P P*` with `c` purely imaginary, then the
scattering operator `S = 1 - c P* T P` satisfies `S* S = 1`. -/
theorem sMatrix_isometry {V G0 T P : A} {c : ℂ} (hV : star V = V) (h : IsTMatrix V G0 T)
    (hc : star c = -c) (hG : G0 - star G0 = -(c • (P * star P))) :
    star (sMatrix c P T) * sMatrix c P T = 1 := by
  have hopt := optical_theorem hV h
  rw [hG] at hopt
  have hs : star (sMatrix c P T) = 1 + c • (star P * star T * P) := by
    unfold sMatrix
    rw [star_sub, star_one, star_smul, hc, star_mul, star_mul, star_star, neg_smul,
      sub_neg_eq_add, mul_assoc]
  -- the optical theorem sandwiched between `P*` and `P`
  have key : star P * T * P - star P * star T * P
      = -(c • ((star P * star T * P) * (star P * T * P))) := by
    calc star P * T * P - star P * star T * P
        = star P * (T - star T) * P := by noncomm_ring
      _ = star P * (star T * -(c • (P * star P)) * T) * P := by rw [hopt]
      _ = -(c • ((star P * star T * P) * (star P * T * P))) := by
          simp only [mul_neg, neg_mul, mul_smul_comm, smul_mul_assoc, mul_assoc]
  rw [hs]
  unfold sMatrix
  generalize star P * T * P = X at key ⊢
  generalize star P * star T * P = Y at key ⊢
  have expand : (1 + c • Y) * (1 - c • X) = 1 - c • ((X - Y) + c • (Y * X)) := by
    simp only [mul_sub, add_mul, mul_one, one_mul, mul_smul_comm, smul_mul_assoc]
    module
  rw [expand, key, neg_add_cancel, smul_zero, sub_zero]

end SMatrix

/-- Diagonal matrix element for matrices: with Hermitian `V` and `T` a solution of
`T = V + V G0 T`, for every vector `ψ`,
`2 i Im ⟨ψ, T ψ⟩ = ⟨T ψ, (G0 - G0ᴴ) T ψ⟩`. -/
theorem optical_theorem_expectation {n : Type*} [Fintype n] [DecidableEq n]
    {V G0 T : Matrix n n ℂ} (hV : V.IsHermitian) (h : IsTMatrix V G0 T) (ψ : n → ℂ) :
    2 * Complex.I * ((star ψ ⬝ᵥ T *ᵥ ψ).im : ℂ)
      = star (T *ᵥ ψ) ⬝ᵥ (G0 - G0ᴴ) *ᵥ (T *ᵥ ψ) := by
  have hopt : T - Tᴴ = Tᴴ * (G0 - G0ᴴ) * T := optical_theorem (R := Matrix n n ℂ) hV h
  have hadj : ∀ w : n → ℂ, star (T *ᵥ ψ) ⬝ᵥ w = star ψ ⬝ᵥ Tᴴ *ᵥ w := by
    intro w
    rw [Matrix.star_mulVec, Matrix.dotProduct_mulVec]
  -- the amplitude of `Tᴴ` is the conjugate of that of `T`
  have hconj : star ψ ⬝ᵥ Tᴴ *ᵥ ψ = star (star ψ ⬝ᵥ T *ᵥ ψ) := by
    rw [← hadj, Matrix.star_dotProduct]
  rw [hadj, Matrix.mulVec_mulVec, Matrix.mulVec_mulVec, ← hopt, Matrix.sub_mulVec,
    dotProduct_sub, hconj]
  generalize star ψ ⬝ᵥ T *ᵥ ψ = z
  apply Complex.ext
  · simp
  · simp
    ring

/-- One-channel instance: `V = 1`, `G0 = -i`, `T = (1 - i)/2`, `P = 1`, `c = 2i` meet all
hypotheses of the optical theorem and of the isometry theorem, with `T ≠ T*`. -/
theorem optical_theorem_witness :
    star (1 : ℂ) = 1 ∧ IsTMatrix (1 : ℂ) (-Complex.I) ((1 - Complex.I) / 2) ∧
    star (2 * Complex.I) = -(2 * Complex.I) ∧
    -Complex.I - star (-Complex.I) = -((2 * Complex.I) • ((1 : ℂ) * star 1)) ∧
    star ((1 - Complex.I) / 2) ≠ (1 - Complex.I) / 2 := by
  refine ⟨star_one ℂ, ?_, ?_, ?_, ?_⟩
  · unfold IsTMatrix
    linear_combination (-1 / 2 : ℂ) * Complex.I_mul_I
  · simp
  · simp
    ring
  · intro h
    have := congrArg Complex.im h
    simp at this
    norm_num at this

/-- Self-adjointness of `V` cannot be dropped: `V = i`, `G0 = 0`, `T = i` solve the
Lippmann-Schwinger equation but violate the optical identity. -/
theorem optical_fails_without_selfAdjoint :
    IsTMatrix Complex.I 0 Complex.I ∧
    Complex.I - star Complex.I ≠ star Complex.I * (0 - star 0) * Complex.I := by
  constructor
  · simp [IsTMatrix]
  · intro h
    have := congrArg Complex.im h
    norm_num at this

end OpticalTheorem
```

```lean
#print axioms OpticalTheorem.selfAdjoint_of_optical
#print axioms OpticalTheorem.sMatrix_isometry
#print axioms OpticalTheorem.optical_theorem_expectation
#print axioms OpticalTheorem.optical_fails_without_selfAdjoint
```

```
'OpticalTheorem.selfAdjoint_of_optical' depends on axioms: [propext, Quot.sound]
'OpticalTheorem.sMatrix_isometry' depends on axioms: [propext, Classical.choice, Quot.sound]
'OpticalTheorem.optical_theorem_expectation' depends on axioms: [propext, Classical.choice, Quot.sound]
'OpticalTheorem.optical_fails_without_selfAdjoint' depends on axioms: [propext, Classical.choice, Quot.sound]
```

### The statements in words, and how the proofs follow the steps

`tmatrix_eq_mul_waveOp` is the first line of step 1. It uses no adjoint, which is why `StarRing R` is omitted from it.

`optical_theorem_general` says: for all V, G0, T in R with T = V + V G0 T, the two-term identity holds. Inside the proof, `h1` is VΩ = T and `h2` is Ω†V† = T†, obtained by folding the product under one `star` with `star_mul`. `h3` is the first display of step 2: `noncomm_ring` does the rebracketing without commuting any factors, and `h1`, `h2` are then substituted. `h4` is Ω† = 1 + T†G0†, and the final `noncomm_ring` checks the second display.

`optical_theorem` adds `hV : star V = V` and removes the second term. It has exactly two hypotheses, `hV` and `h`.

`selfAdjoint_of_optical` takes `hW : waveOp G0 T * W = 1`, a right inverse only, and the optical identity `hopt`, and concludes `star V = V`. `h0` is the vanishing of Ω†(V − V†)Ω, `hW'` is W†Ω† = 1, and the `calc` block in `h2` is the display of step 4.

`sMatrix_isometry` concludes `star (sMatrix c P T) * sMatrix c P T = 1`. This is S†S = 1, conservation of the norm when A consists of bounded operators on a Hilbert space and † is their adjoint. Unitarity also requires SS† = 1, and the theorem does not state that. `hs` is S† = 1 + cY and `key` is X − Y = −cYX. The two `generalize` lines replace the triple products by the letters `X` and `Y`, `expand` is the multiplication in the last display of step 5, and `key` makes the bracket zero.

`optical_theorem_expectation` holds for every Hermitian matrix V, every matrix G0, every solution T and every vector ψ. The vector is not normalised; both sides are multiplied by |a|² when ψ is multiplied by a number a, so for ψ ≠ 0 dividing by ⟨ψ, ψ⟩ gives the statement for the unit vector. `hopt` specialises `optical_theorem` to matrices, where `V.IsHermitian` is the equation Vᴴ = V. `hadj` is ⟨Tψ, w⟩ = ⟨ψ, T†w⟩ for every vector w and `hconj` is ⟨ψ, T†ψ⟩ = z̄. The long rewrite turns the right side into z − z̄, and comparing real and imaginary parts finishes.

`optical_theorem_witness` works in R = ℂ with V = 1, G0 = −i, T = (1 − i)/2, P = 1, c = 2i. Its five conjuncts are `hV`, `h`, `hc`, `hG` for these numbers, and T† ≠ T. The identity is therefore used in a case where its two sides are not both zero.

`optical_fails_without_selfAdjoint` takes V = i, G0 = 0, T = i. The Lippmann–Schwinger equation holds, but T − T† = 2i while T†(G0 − G0†)T = 0. Here Ω = 1, and the whole of T − T† is the second term Ω†(V − V†)Ω = 2i of the general identity.

### Remarks

The observations that follow are paper-and-pencil additions and have not been through Lean.

Smallest and limiting cases. In ℂ the identity reads Im T = |T|² Im G0. For the witness |T|² = 1/2, both sides of T − T† = T†(G0 − G0†)T equal −i, and S = 1 − 2i(1 − i)/2 = −i, a pure phase. If G0† = G0 the right side vanishes and T is self-adjoint; G0 = 0 gives T = V. For an empty index type the matrix statement is 0 = 0. A solution need not exist: for V = G0 = 1 in ℂ the equation reads T = 1 + T, and the theorems say nothing.

A finite model of `hG`. For a Hermitian matrix H0, real E and η > 0, let G0 = (E + iη − H0)⁻¹. Then

  G0 − G0† = G0[(E − iη − H0) − (E + iη − H0)]G0† = −2iη G0 G0†,

which is `hG` with c = 2iη and P = G0. The value G0 = −i of the witness is a single level at H0 = E with η = 1.

Dropping `hG`. Keep V, G0, T, P of the witness and change c to i. Then `hV`, `h` and `hc` still hold, `hG` fails, and S = 1 − i(1 − i)/2 = (1 − i)/2 has S†S = 1/2.

The role of inverses. From T = VΩ one gets

  (1 − G0 V)Ω = Ω − G0 T = 1,

so Ω always has a left inverse. For square matrices a left inverse is also a right inverse. There `hW` holds automatically with W = 1 − G0 V, the existence of T already makes 1 − G0 V invertible, and S†S = 1 implies SS† = 1. The absence of an invertibility hypothesis adds generality only in rings where one-sided inverses need not be two-sided, and `hW` is a real condition only there.

Easy mistakes. The sign of c is tied to the choice of resolvent: `hG` with c = 2i fits the retarded value G0 = −i, and pairing that G0 with c = −2i gives S = 2 + i and S†S = 5. In the derivation, the adjoint of V G0 T is T†G0†V†; keeping the original order of the factors is harmless in ℂ but in general wrong for matrices of size 2 or more. In the formal statement, `⬝ᵥ` is bilinear, so the `star` on ψ carries the complex conjugation. Without it on the left side, the 1×1 witness with ψ = i would give ψTψ = −T and a left side of +i against a right side of −i.
